# Feynman parametrization of two denominators with positive integer powers

Let $A$ and $B$ be complex numbers such that $D(x)=xA+(1-x)B$ has no zero for $0\le x\le 1$. Then, for all integers $a,b\ge 1$,

$$\frac{1}{A^aB^b}=\frac{(a+b-1)!}{(a-1)!\,(b-1)!}\int_0^1\frac{x^{a-1}(1-x)^{b-1}}{D(x)^{a+b}}\,dx .$$

The condition on $D$ says that the straight segment from $B$ to $A$ in the complex plane avoids the origin. It holds for positive real $A,B$, and for propagator denominators shifted off the real axis by the same imaginary amount. In one-loop calculations the identity merges two propagators into one denominator before the momentum integration; here it is proved at fixed momentum, for two denominators only.

Parts (c) to (f) use the shifted exponents $m=a-1$ and $n=b-1$, which run over all natural numbers including zero.

```lean
import Mathlib

open scoped Nat

namespace FeynmanParameters

noncomputable section
```

The combined denominator $D(x)$ is `feynmanDenom A B x`. The parameter $x$ is real and is cast into the complex numbers.

```lean
/-- The combined denominator `x A + (1 - x) B` at Feynman parameter `x`. -/
def feynmanDenom (A B : ℂ) (x : ℝ) : ℂ := (x : ℂ) * A + (1 - (x : ℂ)) * B
```

The integrand is $f_{m,n}(x)=x^m(1-x)^n/D(x)^{m+n+2}$.

```lean
/-- The Feynman-parameter integrand for the denominator powers `m + 1` and `n + 1`. -/
def feynmanIntegrand (A B : ℂ) (m n : ℕ) (x : ℝ) : ℂ :=
  (x : ℂ) ^ m * (1 - (x : ℂ)) ^ n / feynmanDenom A B x ^ (m + n + 2)
```

Its integral over the unit interval is $J(m,n)$, written `feynmanIntegral A B m n`.

```lean
/-- The integral of the Feynman-parameter integrand over the unit interval. -/
def feynmanIntegral (A B : ℂ) (m n : ℕ) : ℂ :=
  ∫ x in (0 : ℝ)..1, feynmanIntegrand A B m n x
```

## (a) The slope of the combined denominator

**Task.** Differentiate $D$ with respect to $x$.

**Solution.** Since $D(x)=xA+(1-x)B$, the derivative is $D'(x)=A-B$. In Lean, `HasDerivAt` states both that the derivative exists at $x$ and what it is. The proof differentiates the two products and adds them.

```lean
/-- The combined denominator changes at the constant rate `A - B`. -/
theorem hasDerivAt_feynmanDenom (A B : ℂ) (x : ℝ) :
    HasDerivAt (feynmanDenom A B) (A - B) x := by
  have hx : HasDerivAt (fun y : ℝ => (y : ℂ)) 1 x := by
    simpa using (hasDerivAt_id x).ofReal_comp
  change HasDerivAt (fun y : ℝ => (y : ℂ) * A + (1 - (y : ℂ)) * B) (A - B) x
  exact ((hx.mul_const A).fun_add ((hx.const_sub 1).mul_const B)).congr_deriv (by ring)
```

## (b) Two fractions with simple derivatives

**Task.** Where $D(x)\ne0$, differentiate $u=x/D$ and $v=(1-x)/D$.

**Solution.** By the quotient rule,

$$u'=\frac{D-x(A-B)}{D^2}=\frac{B}{D^2},\qquad
v'=\frac{-D-(1-x)(A-B)}{D^2}=-\frac{A}{D^2}.$$

The proof applies `fun_div`, the quotient rule, to each fraction. After `D` is unfolded, `ring` simplifies the numerators.

```lean
/-- Where the combined denominator `D` is nonzero, the fractions `x / D` and `(1 - x) / D`
have derivatives `B / D ^ 2` and `-A / D ^ 2`. -/
theorem hasDerivAt_fractions (A B : ℂ) (x : ℝ) (h : feynmanDenom A B x ≠ 0) :
    HasDerivAt (fun y : ℝ => (y : ℂ) / feynmanDenom A B y)
      (B / feynmanDenom A B x ^ 2) x ∧
    HasDerivAt (fun y : ℝ => (1 - (y : ℂ)) / feynmanDenom A B y)
      (-A / feynmanDenom A B x ^ 2) x := by
  have hx : HasDerivAt (fun y : ℝ => (y : ℂ)) 1 x := by
    simpa using (hasDerivAt_id x).ofReal_comp
  have hD := hasDerivAt_feynmanDenom A B x
  constructor
  · refine (hx.fun_div hD h).congr_deriv ?_
    congr 1
    unfold feynmanDenom
    ring
  · refine ((hx.const_sub 1).fun_div hD h).congr_deriv ?_
    congr 1
    unfold feynmanDenom
    ring
```

## (c) Integrability

**Task.** Show that $f_{m,n}$ is integrable on $[0,1]$ if $D$ has no zero there.

**Solution.** The numerator and $D^{m+n+2}$ are polynomials in $x$, and the latter does not vanish on the interval. The quotient is therefore continuous on a compact interval, hence integrable. The hypothesis `h` expresses the absence of zeros for every `x` in `Set.Icc (0 : ℝ) 1`, endpoints included.

```lean
/-- If the combined denominator has no zero on the unit interval, the Feynman-parameter
integrand is integrable there. -/
theorem integrable_feynmanIntegrand {A B : ℂ}
    (h : ∀ x ∈ Set.Icc (0 : ℝ) 1, feynmanDenom A B x ≠ 0) (m n : ℕ) :
    IntervalIntegrable (feynmanIntegrand A B m n) MeasureTheory.volume 0 1 := by
  apply ContinuousOn.intervalIntegrable
  rw [Set.uIcc_of_le zero_le_one]
  unfold feynmanIntegrand
  refine ContinuousOn.div ?_ ?_ (fun x hx => pow_ne_zero _ (h x hx))
  · exact Continuous.continuousOn (by fun_prop)
  · unfold feynmanDenom
    exact Continuous.continuousOn (by fun_prop)
```

## (d) Moving a power between the factors

**Task.** Show that $(m+1)B\,J(m,n+1)=(n+1)A\,J(m+1,n)$.

**Solution.** By the product rule and part (b),

$$\frac{d}{dx}\left(u^{m+1}v^{n+1}\right)
=(m+1)\,u^mv^{n+1}\frac{B}{D^2}-(n+1)\,u^{m+1}v^n\frac{A}{D^2}.$$

Collecting the powers of $D$ turns the right-hand side into

$$(m+1)B\,f_{m,n+1}-(n+1)A\,f_{m+1,n}.$$

Its integral is the difference of the endpoint values of $u^{m+1}v^{n+1}$. This is zero, because $u(0)=0$ and $v(1)=0$.

In the proof, `hder` is the derivative formula and `key` is the vanishing integral. Part (c) justifies both the fundamental theorem of calculus and the splitting into two integrals.

```lean
/-- Integration by parts moves one power from one denominator to the other. -/
theorem feynmanIntegral_exchange {A B : ℂ}
    (h : ∀ x ∈ Set.Icc (0 : ℝ) 1, feynmanDenom A B x ≠ 0) (m n : ℕ) :
    ((m : ℂ) + 1) * B * feynmanIntegral A B m (n + 1) =
      ((n : ℂ) + 1) * A * feynmanIntegral A B (m + 1) n := by
  have h1 := integrable_feynmanIntegrand h m (n + 1)
  have h2 := integrable_feynmanIntegrand h (m + 1) n
  have hder : ∀ x ∈ Set.uIcc (0 : ℝ) 1, HasDerivAt
      (fun y : ℝ => ((y : ℂ) / feynmanDenom A B y) ^ (m + 1) *
        ((1 - (y : ℂ)) / feynmanDenom A B y) ^ (n + 1))
      (((m : ℂ) + 1) * B * feynmanIntegrand A B m (n + 1) x -
        ((n : ℂ) + 1) * A * feynmanIntegrand A B (m + 1) n x) x := by
    intro x hx
    rw [Set.uIcc_of_le zero_le_one] at hx
    obtain ⟨hu, hv⟩ := hasDerivAt_fractions A B x (h x hx)
    refine ((hu.fun_pow (m + 1)).fun_mul (hv.fun_pow (n + 1))).congr_deriv ?_
    simp only [feynmanIntegrand, Nat.add_sub_cancel, Nat.cast_add, Nat.cast_one]
    generalize feynmanDenom A B x = d
    generalize 1 - (x : ℂ) = w
    simp only [div_pow]
    ring
  -- the boundary terms vanish at both ends
  have key : ∫ x in (0 : ℝ)..1, (((m : ℂ) + 1) * B * feynmanIntegrand A B m (n + 1) x -
      ((n : ℂ) + 1) * A * feynmanIntegrand A B (m + 1) n x) = 0 := by
    rw [intervalIntegral.integral_eq_sub_of_hasDerivAt hder
      ((h1.const_mul _).sub (h2.const_mul _))]
    simp
  rw [intervalIntegral.integral_sub (h1.const_mul _) (h2.const_mul _),
    intervalIntegral.integral_const_mul, intervalIntegral.integral_const_mul] at key
  exact sub_eq_zero.mp key
```

## (e) The case of a single power of $B$

**Task.** Show that $(m+1)B\,J(m,0)\,A^{m+1}=1$.

**Solution.** The derivative of $u^{m+1}$ is

$$(m+1)u^m\frac{B}{D^2}=(m+1)B\,f_{m,0}.$$

Since $u(0)=0$ and $u(1)=1/A$, integration gives $(m+1)B\,J(m,0)=1/A^{m+1}$. Multiplication by $A^{m+1}$ finishes the calculation. The number $A=D(1)$ is nonzero by hypothesis, which is what `hA` extracts from `h`.

```lean
/-- The integral when the second denominator occurs to the first power. -/
theorem feynmanIntegral_zero {A B : ℂ}
    (h : ∀ x ∈ Set.Icc (0 : ℝ) 1, feynmanDenom A B x ≠ 0) (m : ℕ) :
    ((m : ℂ) + 1) * B * feynmanIntegral A B m 0 * A ^ (m + 1) = 1 := by
  have hA : A ≠ 0 := by simpa [feynmanDenom] using h 1 (by simp)
  have hder : ∀ x ∈ Set.uIcc (0 : ℝ) 1, HasDerivAt
      (fun y : ℝ => ((y : ℂ) / feynmanDenom A B y) ^ (m + 1))
      (((m : ℂ) + 1) * B * feynmanIntegrand A B m 0 x) x := by
    intro x hx
    rw [Set.uIcc_of_le zero_le_one] at hx
    have hD := h x hx
    refine ((hasDerivAt_fractions A B x hD).1.fun_pow (m + 1)).congr_deriv ?_
    simp only [feynmanIntegrand, Nat.add_sub_cancel, Nat.cast_add, Nat.cast_one]
    ring
  have key := intervalIntegral.integral_eq_sub_of_hasDerivAt hder
    ((integrable_feynmanIntegrand h m 0).const_mul _)
  rw [intervalIntegral.integral_const_mul] at key
  change ((m : ℂ) + 1) * B * feynmanIntegral A B m 0 = _ at key
  rw [key]
  have e : feynmanDenom A B 1 = A := by simp [feynmanDenom]
  rw [e, Complex.ofReal_one, Complex.ofReal_zero, zero_div, zero_pow (Nat.succ_ne_zero m),
    sub_zero, ← mul_pow, one_div, inv_mul_cancel₀ hA, one_pow]
```

## (f) The integral for all exponents

**Task.** Show that $J(m,n)\,(m+n+1)!\,A^{m+1}B^{n+1}=m!\,n!$.

**Solution.** Use induction on $n$, with the claim assumed for every $m$ at once. For $n=0$, multiply part (e) by $m!$. For the step, part (d) and the induction hypothesis at $m+1$ give

$$\begin{aligned}
&(m+1)\,J(m,n+1)\,(m+n+2)!\,A^{m+1}B^{n+2}\\
&\quad=(n+1)\,J(m+1,n)\,(m+n+2)!\,A^{m+2}B^{n+1}\\
&\quad=(n+1)\,(m+1)!\,n!=(m+1)\,m!\,(n+1)! .
\end{aligned}$$

Cancel the nonzero factor $m+1$. The phrase `generalizing m` makes the hypothesis available at $m+1$; the last `linear_combination` adds the multiples of `hr` (part (d)) and `hi` (the hypothesis) used above.

```lean
/-- The Feynman-parameter integral in closed form, written without division. -/
theorem feynmanIntegral_closed {A B : ℂ}
    (h : ∀ x ∈ Set.Icc (0 : ℝ) 1, feynmanDenom A B x ≠ 0) (m n : ℕ) :
    feynmanIntegral A B m n * (((m + n + 1)! : ℂ) * A ^ (m + 1) * B ^ (n + 1)) =
      (m ! : ℂ) * (n ! : ℂ) := by
  induction n generalizing m with
  | zero =>
    have h0 := feynmanIntegral_zero h m
    simp only [Nat.add_zero, Nat.factorial_succ, Nat.factorial_zero, Nat.cast_mul,
      Nat.cast_add, Nat.cast_one]
    linear_combination (m ! : ℂ) * h0
  | succ n ih =>
    have hi := ih (m + 1)
    have hr := feynmanIntegral_exchange h m n
    rw [show m + 1 + n + 1 = m + (n + 1) + 1 by omega, Nat.factorial_succ m] at hi
    rw [Nat.factorial_succ n]
    simp only [Nat.cast_mul, Nat.cast_add, Nat.cast_one] at hi ⊢
    have hm : (m : ℂ) + 1 ≠ 0 := Nat.cast_add_one_ne_zero m
    apply mul_left_cancel₀ hm
    linear_combination (((m + (n + 1) + 1)! : ℂ) * A ^ (m + 1) * B ^ (n + 1)) * hr +
      ((n : ℂ) + 1) * hi
```

## (g) The parametrization for complex denominators

**Task.** Deduce the formula stated at the start.

**Solution.** Put $m=a-1$ and $n=b-1$ in part (f). The numbers $A=D(1)$ and $B=D(0)$ are nonzero, as are the factorials, so division gives

$$\frac{1}{A^aB^b}=\frac{(a+b-1)!}{(a-1)!\,(b-1)!}\,J(a-1,b-1).$$

For $a=b=1$ this reads $1/(AB)=\int_0^1dx/D(x)^2$. The hypotheses `ha` and `hb` ensure that the natural-number subtractions have their ordinary meaning. The proof replaces `a` and `b` by `m + 1` and `n + 1`, clears denominators and applies part (f).

```lean
/-- Feynman parametrization: two complex denominators with arbitrary positive integer powers
combine into one, provided the combined denominator has no zero on the unit interval. -/
theorem feynman_parametrization {A B : ℂ}
    (h : ∀ x ∈ Set.Icc (0 : ℝ) 1, feynmanDenom A B x ≠ 0)
    {a b : ℕ} (ha : 1 ≤ a) (hb : 1 ≤ b) :
    1 / (A ^ a * B ^ b) = ((a + b - 1)! : ℂ) / (((a - 1)! : ℂ) * ((b - 1)! : ℂ)) *
      ∫ x in (0 : ℝ)..1, (x : ℂ) ^ (a - 1) * (1 - (x : ℂ)) ^ (b - 1) /
        feynmanDenom A B x ^ (a + b) := by
  -- the endpoints of the segment are the two denominators themselves
  have hA : A ≠ 0 := by simpa [feynmanDenom] using h 1 (by simp)
  have hB : B ≠ 0 := by simpa [feynmanDenom] using h 0 (by simp)
  obtain ⟨m, rfl⟩ : ∃ m, a = m + 1 := ⟨a - 1, by omega⟩
  obtain ⟨n, rfl⟩ : ∃ n, b = n + 1 := ⟨b - 1, by omega⟩
  rw [show m + 1 + (n + 1) - 1 = m + n + 1 by omega,
    show m + 1 + (n + 1) = m + n + 2 by omega]
  simp only [Nat.add_sub_cancel]
  change _ = _ * feynmanIntegral A B m n
  have hf : (m ! : ℂ) * (n ! : ℂ) ≠ 0 := mul_ne_zero
    (Nat.cast_ne_zero.mpr (Nat.factorial_ne_zero m))
    (Nat.cast_ne_zero.mpr (Nat.factorial_ne_zero n))
  rw [div_mul_eq_mul_div, div_eq_div_iff (mul_ne_zero (pow_ne_zero _ hA) (pow_ne_zero _ hB)) hf]
  linear_combination -feynmanIntegral_closed h m n
```

## (h) Positive real denominators

**Task.** Prove the formula for real $A,B>0$, with a real integral.

**Solution.** At $x=0$, $D=B>0$. For $0<x\le1$, $xA>0$ and $(1-x)B\ge0$, so again $D>0$. Part (g) applies, and all quantities in it are real. The proof makes this case distinction in `hpos`; `hI` identifies the complex integral with the real one, and injectivity of the cast from real to complex numbers transfers the equality.

```lean
/-- Feynman parametrization for two positive real denominators. -/
theorem feynman_parametrization_real {A B : ℝ} (hA : 0 < A) (hB : 0 < B)
    {a b : ℕ} (ha : 1 ≤ a) (hb : 1 ≤ b) :
    1 / (A ^ a * B ^ b) = ((a + b - 1)! : ℝ) / (((a - 1)! : ℝ) * ((b - 1)! : ℝ)) *
      ∫ x in (0 : ℝ)..1, x ^ (a - 1) * (1 - x) ^ (b - 1) / (x * A + (1 - x) * B) ^ (a + b) := by
  have hD : ∀ x ∈ Set.Icc (0 : ℝ) 1, feynmanDenom (A : ℂ) (B : ℂ) x ≠ 0 := by
    intro x hx
    have hpos : 0 < x * A + (1 - x) * B := by
      rcases hx.1.eq_or_lt with h0 | h0
      · rw [← h0]
        simpa using hB
      · have h1 := mul_pos h0 hA
        have h2 := mul_nonneg (sub_nonneg.mpr hx.2) hB.le
        linarith
    unfold feynmanDenom
    exact_mod_cast hpos.ne'
  have h := feynman_parametrization hD ha hb
  have hI : (∫ x in (0 : ℝ)..1, (x : ℂ) ^ (a - 1) * (1 - (x : ℂ)) ^ (b - 1) /
      feynmanDenom (A : ℂ) (B : ℂ) x ^ (a + b)) =
      ((∫ x in (0 : ℝ)..1, x ^ (a - 1) * (1 - x) ^ (b - 1) /
        (x * A + (1 - x) * B) ^ (a + b) : ℝ) : ℂ) := by
    rw [← intervalIntegral.integral_ofReal]
    apply intervalIntegral.integral_congr
    intro x _
    simp [feynmanDenom]
  apply Complex.ofReal_injective
  rw [Complex.ofReal_mul, ← hI]
  simp only [Complex.ofReal_div, Complex.ofReal_mul, Complex.ofReal_pow, Complex.ofReal_one,
    Complex.ofReal_natCast]
  exact h
```

## (i) Propagator denominators with an imaginary shift

**Task.** Prove the formula for $A=p+i\varepsilon$ and $B=q+i\varepsilon$, where $p,q$ are real and $\varepsilon\ne0$ is real.

**Solution.** The combined denominator is

$$D(x)=xp+(1-x)q+i\varepsilon .$$

Its imaginary part is $\varepsilon$ for every $x$, so it never vanishes, even if $p$ and $q$ have opposite signs. Part (g) applies. In a Feynman propagator, $p$ and $q$ stand for expressions such as $k^2-M^2$ with four-momentum $k$ and mass $M$ (in units $\hbar=c=1$, with $k^2=k_0^2-|\mathbf{k}|^2$), and a positive $\varepsilon$ encodes the time-ordered boundary condition. The theorem allows either sign but keeps $\varepsilon$ fixed; it takes no limit $\varepsilon\to0$.

In the proof, `e` rewrites the combined denominator and `hD` compares imaginary parts.

```lean
/-- Feynman parametrization for denominators `p + iε` and `q + iε` with `p`, `q` real of any
sign and `ε` real and nonzero. -/
theorem feynman_parametrization_propagators (p q : ℝ) {ε : ℝ} (hε : ε ≠ 0)
    {a b : ℕ} (ha : 1 ≤ a) (hb : 1 ≤ b) :
    1 / (((p : ℂ) + ε * Complex.I) ^ a * ((q : ℂ) + ε * Complex.I) ^ b) =
      ((a + b - 1)! : ℂ) / (((a - 1)! : ℂ) * ((b - 1)! : ℂ)) *
      ∫ x in (0 : ℝ)..1, (x : ℂ) ^ (a - 1) * (1 - (x : ℂ)) ^ (b - 1) /
        ((x : ℂ) * p + (1 - (x : ℂ)) * q + ε * Complex.I) ^ (a + b) := by
  have e : ∀ x : ℝ, feynmanDenom ((p : ℂ) + ε * Complex.I) ((q : ℂ) + ε * Complex.I) x =
      (x : ℂ) * p + (1 - (x : ℂ)) * q + ε * Complex.I := by
    intro x
    unfold feynmanDenom
    ring
  -- the imaginary part of the combined denominator is ε throughout
  have hD : ∀ x ∈ Set.Icc (0 : ℝ) 1,
      feynmanDenom ((p : ℂ) + ε * Complex.I) ((q : ℂ) + ε * Complex.I) x ≠ 0 := by
    intro x _ h0
    rw [e x] at h0
    exact hε (by simpa using congrArg Complex.im h0)
  have h := feynman_parametrization hD ha hb
  simpa only [e] using h

end

end FeynmanParameters
```

```lean
#print axioms FeynmanParameters.feynmanIntegral_closed
-- 'FeynmanParameters.feynmanIntegral_closed' depends on axioms: [propext, Classical.choice, Quot.sound]
#print axioms FeynmanParameters.feynman_parametrization
-- 'FeynmanParameters.feynman_parametrization' depends on axioms: [propext, Classical.choice, Quot.sound]
#print axioms FeynmanParameters.feynman_parametrization_real
-- 'FeynmanParameters.feynman_parametrization_real' depends on axioms: [propext, Classical.choice, Quot.sound]
#print axioms FeynmanParameters.feynman_parametrization_propagators
-- 'FeynmanParameters.feynman_parametrization_propagators' depends on axioms: [propext, Classical.choice, Quot.sound]
```
